# Three real numbers are the rates of a diagonal damping matrix 2(Tr C · 1 − Re C) with C positive semidefinite exactly when each is at most the sum of the other two

The theorem `rates_realizable_iff` says which triples of real numbers can be the diagonal entries, here called rates, of a diagonal damping matrix. The damping matrix is defined as 2(Tr C · 1 − Re C), where C is a complex 3×3 positive semidefinite matrix whose trace is not fixed and Re C is its entrywise real part. Such a C exists for given rates g₀, g₁, g₂ exactly when each rate is at most the sum of the other two. For the forward direction the attempt applies the earlier theorem `damping_rates` with the identity as frame. For the converse it takes the diagonal C with entries (g₀ + g₁ + g₂)/4 − gᵢ/2, shows that they are nonnegative, and checks the damping matrix entry by entry.

In Lean, a first try:

```lean
import Mathlib

open Matrix
open scoped ComplexOrder

namespace QubitRelaxation

noncomputable section

/-- The damping matrix `2 (Tr C · 1 - Re C)`. -/
def damping (C : Matrix (Fin 3) (Fin 3) ℂ) : Matrix (Fin 3) (Fin 3) ℝ :=
  (2 : ℝ) • (C.trace.re • (1 : Matrix (Fin 3) (Fin 3) ℝ) - C.map Complex.re)

/-- The real part of a positive semidefinite matrix has a nonnegative quadratic form. -/
theorem re_form_nonneg {C : Matrix (Fin 3) (Fin 3) ℂ} (hC : C.PosSemidef)
    (w : Fin 3 → ℝ) : 0 ≤ w ⬝ᵥ (C.map Complex.re *ᵥ w) := by
  have h := (Complex.le_def.mp (hC.dotProduct_mulVec_nonneg (fun i => (w i : ℂ)))).1
  simp [dotProduct, Matrix.mulVec, Fin.sum_univ_three] at h ⊢
  linarith

/-- For positive semidefinite `C` and every orthonormal frame `O`, each diagonal damping rate is
nonnegative and at most the sum of the other two. -/
theorem damping_rates {C : Matrix (Fin 3) (Fin 3) ℂ} (hC : C.PosSemidef)
    {O : Matrix (Fin 3) (Fin 3) ℝ} (hO : Oᵀ * O = 1) {i j k : Fin 3}
    (hij : i ≠ j) (hjk : j ≠ k) (hik : i ≠ k) :
    0 ≤ (Oᵀ * damping C * O) i i ∧
      (Oᵀ * damping C * O) i i ≤
        (Oᵀ * damping C * O) j j + (Oᵀ * damping C * O) k k := by
  have hsum : ∀ (g : Fin 3 → ℝ) (i j k : Fin 3), i ≠ j → j ≠ k → i ≠ k →
      g i + g j + g k = g 0 + g 1 + g 2 := by
    intro g i j k
    fin_cases i <;> fin_cases j <;> fin_cases k <;> simp <;> ring
  -- the sum of the three rates does not depend on the frame
  have htr : (Oᵀ * damping C * O).trace = (damping C).trace := by
    rw [Matrix.trace_mul_cycle, mul_eq_one_comm.mp hO, one_mul]
  have hs : (Oᵀ * damping C * O) i i + (Oᵀ * damping C * O) j j + (Oᵀ * damping C * O) k k =
      (Oᵀ * damping C * O) 0 0 + (Oᵀ * damping C * O) 1 1 + (Oᵀ * damping C * O) 2 2 :=
    hsum (fun l => (Oᵀ * damping C * O) l l) i j k hij hjk hik
  rw [Matrix.trace_fin_three] at htr
  have hu : O 0 i * O 0 i + O 1 i * O 1 i + O 2 i * O 2 i = 1 := by
    have h := congrFun (congrFun hO i) i
    simpa [Matrix.mul_apply, Fin.sum_univ_three] using h
  -- positivity along axis i and along its cross products with the basis vectors
  have p := re_form_nonneg hC (fun l => O l i)
  have p0 := re_form_nonneg hC ![0, O 2 i, -O 1 i]
  have p1 := re_form_nonneg hC ![-O 2 i, 0, O 0 i]
  have p2 := re_form_nonneg hC ![O 1 i, -O 0 i, 0]
  have hent : (Oᵀ * damping C * O) i i =
      2 * ((C 0 0).re + (C 1 1).re + (C 2 2).re)
        * (O 0 i * O 0 i + O 1 i * O 1 i + O 2 i * O 2 i)
      - 2 * ((fun l => O l i) ⬝ᵥ (C.map Complex.re *ᵥ (fun l => O l i))) := by
    simp [damping, Matrix.mul_apply, Matrix.trace_fin_three, Matrix.one_apply,
      dotProduct, Matrix.mulVec, Fin.sum_univ_three]
    ring
  have htC : (damping C).trace = 4 * ((C 0 0).re + (C 1 1).re + (C 2 2).re) := by
    simp [damping, Matrix.trace_fin_three]
    ring
  constructor
  · rw [hent]
    simp [dotProduct, Matrix.mulVec, Fin.sum_univ_three] at p0 p1 p2 ⊢
    linarith
  · rw [hu] at hent

    linarith

/-- Three numbers are the rates of a diagonal damping matrix with positive semidefinite `C`
exactly when each is at most the sum of the other two. -/
theorem rates_realizable_iff (g : Fin 3 → ℝ) :
    (∃ C : Matrix (Fin 3) (Fin 3) ℂ, C.PosSemidef ∧ damping C = Matrix.diagonal g) ↔
      g 0 ≤ g 1 + g 2 ∧ g 1 ≤ g 2 + g 0 ∧ g 2 ≤ g 0 + g 1 := by
  constructor
  · rintro ⟨C, hC, hg⟩
    have h : ∀ i j k : Fin 3, i ≠ j → j ≠ k → i ≠ k → g i ≤ g j + g k := by
      intro i j k hij hjk hik
      have h := (damping_rates hC (O := 1) (by simp) hij hjk hik).2
      simpa [hg] using h
    exact ⟨h 0 1 2 (by decide) (by decide) (by decide),
      h 1 2 0 (by decide) (by decide) (by decide),
      h 2 0 1 (by decide) (by decide) (by decide)⟩
  · rintro ⟨h0, h1, h2⟩
    -- solve the linear relation between the rates and a diagonal C
    have hc : ∀ i : Fin 3, 0 ≤ (g 0 + g 1 + g 2) / 4 - g i / 2 := by
      intro i
      match i with
      | 0 => linarith
      | 1 => linarith
      | 2 => linarith
    refine ⟨Matrix.diagonal
      (fun i => (((g 0 + g 1 + g 2) / 4 - g i / 2 : ℝ) : ℂ)), ?_, ?_⟩
    · exact Matrix.posSemidef_diagonal_iff.mpr fun i => Complex.zero_le_real.mpr (hc i)
    · ext i j
      fin_cases i <;> fin_cases j <;>
        simp [damping, Matrix.trace_fin_three, -Complex.ofReal_sub, -Complex.ofReal_add,
          -Complex.ofReal_div] <;> ring

end

end QubitRelaxation
```

The error:

```
Try this:
  [apply] ring_nf
  
  The `ring` tactic failed to close the goal. Use `ring_nf` to obtain a normal form.
    
  Note that `ring` works primarily in *commutative* rings. If you have a noncommutative ring, abelian group or module, consider using `noncomm_ring`, `abel` or `module` instead.
Try this:
  [apply] ring_nf
  
  The `ring` tactic failed to close the goal. Use `ring_nf` to obtain a normal form.
    
  Note that `ring` works primarily in *commutative* rings. If you have a noncommutative ring, abelian group or module, consider using `noncomm_ring`, `abel` or `module` instead.
Try this:
  [apply] ring_nf
  
  The `ring` tactic failed to close the goal. Use `ring_nf` to obtain a normal form.
    
  Note that `ring` works primarily in *commutative* rings. If you have a noncommutative ring, abelian group or module, consider using `noncomm_ring`, `abel` or `module` instead.
Main.lean:91:4: error: unsolved goals
case mpr.refine_2.«0».«0»
g : Fin 3 → ℝ
h0 : g 0 ≤ g 1 + g 2
h1 : g 1 ≤ g 2 + g 0
h2 : g 2 ≤ g 0 + g 1
hc : ∀ (i : Fin 3), 0 ≤ (g 0 + g 1 + g 2) / 4 - g i / 2
⊢ g 0 * 2 + g 1 + g 2 - (∑ x, g x * (1 / 2)) * 2 = g 0

case mpr.refine_2.«1».«1»
g : Fin 3 → ℝ
h0 : g 0 ≤ g 1 + g 2
h1 : g 1 ≤ g 2 + g 0
h2 : g 2 ≤ g 0 + g 1
hc : ∀ (i : Fin 3), 0 ≤ (g 0 + g 1 + g 2) / 4 - g i / 2
⊢ g 0 + g 1 * 2 + g 2 - (∑ x, g x * (1 / 2)) * 2 = g 1

case mpr.refine_2.«2».«2»
g : Fin 3 → ℝ
h0 : g 0 ≤ g 1 + g 2
h1 : g 1 ≤ g 2 + g 0
h2 : g 2 ≤ g 0 + g 1
hc : ∀ (i : Fin 3), 0 ≤ (g 0 + g 1 + g 2) / 4 - g i / 2
⊢ g 0 + g 1 + g 2 * 2 - (∑ x, g x * (1 / 2)) * 2 = g 2
Main.lean:93:23: warning: This simp argument is unused:
  Matrix.trace_fin_three

Hint: Omit it from the simp argument list.
  [apply] simp [damping, -Complex.ofReal_sub, -Complex.ofReal_add, -Complex.ofReal_div]

Note: This linter can be disabled with `set_option linter.unusedSimpArgs false`
```

What went wrong. The error lies in the final entry-by-entry check. Three goals stay open, one for each diagonal entry, and each contains the unexpanded sum `∑ x, g x * (1 / 2)`. The goals are true, since twice that sum is `g 0 + g 1 + g 2`, but `ring` does not expand a sum over `Fin 3` and treats it as a single unknown. The three "Try this: ring_nf" messages report the same failure.

`Matrix.trace_fin_three` was meant to write the trace out as three terms, but the linter reports it unused: `simp` had turned the trace of the diagonal matrix into a sum over its entries without it.

The repair gives `simp` the lemma `Fin.sum_univ_three`, which expands that sum into its three terms, so that only ordinary algebra is left for `ring`. Dropping the unused `Matrix.trace_fin_three` and moving the line break are mere tidying.

This version goes through:

```diff
@@ -91,5 +91,6 @@
     · ext i j
       fin_cases i <;> fin_cases j <;>
-        simp [damping, Matrix.trace_fin_three, -Complex.ofReal_sub, -Complex.ofReal_add,
+        simp [damping, Fin.sum_univ_three,
+          -Complex.ofReal_sub, -Complex.ofReal_add,
           -Complex.ofReal_div] <;> ring
 
```
